# A continuous spherical charge shell has potential Q/r outside and a constant potential in its cavity

The potential is defined here by a one-dimensional radial formula, not by a Coulomb integral over three-dimensional space. A spherically symmetric charge density is a function $\rho(s)$ of the radius $s$, and in Gaussian units its potential at $r>0$ is

$$V(r)=\frac{4\pi}{r}\int_0^r\rho(s)\,s^2\,ds+4\pi\int_r^\infty\rho(s)\,s\,ds .$$

The enclosed charge is $q(r)=4\pi\int_0^r\rho s^2\,ds$ and the total charge is $Q=4\pi\int_0^\infty\rho s^2\,ds$. Let $\rho$ be continuous and vanish outside $[b,a]$, with $0<b<a$. Then $V(r)=Q/r$ for $r\ge a$, and $V(r)=4\pi\int_b^a\rho s\,ds$ for $0<r\le b$.

## From the shell to compensation charges

**Outside.** If $r\ge a$, the density vanishes beyond $r$. The second integral in $V$ is therefore zero, and the first already contains all the charge:
$$V(r)=\frac{1}{r}\,4\pi\int_0^\infty\rho s^2\,ds=\frac{Q}{r}.$$

**In the cavity.** The density vanishes for $s<b$, and by continuity also at $s=b$. If $0<r\le b$, the first integral is zero. The second collects only the shell, so it equals $\int_b^a\rho s\,ds$, whatever $r$ is.

**Field equations.** For a continuous density that vanishes beyond $a$, $\int_r^\infty\rho s\,ds=-\int_a^r\rho s\,ds$. The product rule and the fundamental theorem of calculus give
$$V'(r)=-\frac{4\pi}{r^2}\int_0^r\rho s^2\,ds+\frac{4\pi}{r}\rho(r)r^2-4\pi\rho(r)r=-\frac{q(r)}{r^2}.$$
Hence $r^2V'=-q$, and one more derivative gives the radial Poisson equation $(r^2V')'=-4\pi\rho r^2$. Gauss's law fixes $V$ up to a constant, and the exterior form $Q/r$ sets that constant so that $V$ tends to zero at infinity.

**Compensation.** Let $\rho$ and $g$ be continuous and vanish beyond $a>0$, with charges $Q_\rho$ and $Q_g$. Charge is additive, so the exterior potential of $\rho-g$ is $(Q_\rho-Q_g)/r$. If the charges agree, it vanishes for all $r\ge a$. Conversely, if it vanishes there, setting $r=a$ gives $Q_\rho=Q_g$.

Electronic-structure methods with compensation charges inside atomic spheres rely on this cancellation; the result covers its spherically symmetric part, for continuous densities strictly confined to the sphere. The point charge of a nucleus is not such a density. The Gaussian charges of Ewald summation are continuous but have tails, so they are not confined either.

**A density that fills the cavity.** Take $\rho(s)=\max(1-s,0)$, which vanishes beyond $1$ and has $Q=\pi/3$. For $0<r\le1$,
$$V(r)=4\pi\left(\frac16-\frac{r^2}{6}+\frac{r^3}{12}\right).$$
This is not constant on $(0,\tfrac12]$, so the cavity statement with $b=\tfrac12$ fails when charge is allowed below $b$. The exterior formula likewise fails at radii that do not enclose all the charge: $V(\tfrac12)=13\pi/24$, whereas $Q/\tfrac12=2\pi/3$.

## The potential and the charges in Lean

```lean
import Mathlib

open MeasureTheory Set Filter Topology

namespace CompensationCharges

noncomputable section
```

The density has type `ℝ → ℝ`. Its values at negative radii enter none of the integrals below when $r>0$.

```lean
/-- The electrostatic potential at radius `r` of a spherically symmetric charge density `ρ`,
in Gaussian units. -/
def potential (ρ : ℝ → ℝ) (r : ℝ) : ℝ :=
  4 * Real.pi / r * (∫ s in (0 : ℝ)..r, ρ s * s ^ 2) + 4 * Real.pi * ∫ s in Ioi r, ρ s * s
```

The inner part is an interval integral, and the outer part is an integral over the open half-line `Ioi r`, that is, $(r,\infty)$.

```lean
/-- The charge inside the sphere of radius `r`. -/
def enclosedCharge (ρ : ℝ → ℝ) (r : ℝ) : ℝ :=
  4 * Real.pi * ∫ s in (0 : ℝ)..r, ρ s * s ^ 2

/-- The total charge of a spherically symmetric density. -/
def totalCharge (ρ : ℝ → ℝ) : ℝ :=
  4 * Real.pi * ∫ s in Ioi (0 : ℝ), ρ s * s ^ 2
```

## Cutting off the tail

```lean
/-- The integral from `x` to infinity of a function that vanishes beyond `a` is its integral
from `x` to `a`. -/
theorem tail_integral {f : ℝ → ℝ} {a : ℝ} (hf : ∀ s, a < s → f s = 0) (x : ℝ) :
    ∫ s in Ioi x, f s = ∫ s in x..a, f s := by
  rcases le_total x a with h | h
  · rw [intervalIntegral.integral_of_le h]
    apply setIntegral_eq_of_subset_of_forall_sdiff_eq_zero measurableSet_Ioi
    · intro s hs
      exact hs.1
    · intro s hs
      apply hf
      by_contra hsa
      exact hs.2 ⟨hs.1, not_lt.mp hsa⟩
  · -- beyond `a` both integrals vanish
    have h1 : ∫ s in Ioi x, f s = 0 :=
      setIntegral_eq_zero_of_forall_eq_zero (fun s hs => hf s (lt_of_le_of_lt h hs))
    have h2 : ∫ s in Ioc a x, f s = 0 :=
      setIntegral_eq_zero_of_forall_eq_zero (fun s hs => hf s hs.1)
    rw [intervalIntegral.integral_of_ge h, h1, h2, neg_zero]
```

The lemma replaces $\int_x^\infty f$ by $\int_x^a f$ for every real $x$. When $x>a$ the interval integral runs backwards, and both sides are zero.

The case $x\le a$ turns on `setIntegral_eq_of_subset_of_forall_sdiff_eq_zero`. It says that the integrals of $f$ over a measurable set and over a subset agree if $f$ vanishes on the difference. Here the sets are $(x,\infty)$ and $(x,a]$. The theorem needs no integrability assumption, so the tail can be cut before anything is known about $f$ on the remaining interval. The same device reduces the outer integral to the shell in the cavity proof.

## The two regions

```lean
/-- Outside a spherical charge distribution of radius `a` the potential is that of a point
charge carrying the total charge. -/
theorem exterior_potential {ρ : ℝ → ℝ} {a r : ℝ} (ha : 0 < a)
    (hρ : ∀ s, a < s → ρ s = 0) (hr : a ≤ r) :
    potential ρ r = totalCharge ρ / r := by
  have hr0 : 0 < r := lt_of_lt_of_le ha hr
  have houter : ∫ s in Ioi r, ρ s * s = 0 :=
    setIntegral_eq_zero_of_forall_eq_zero
      (fun s hs => by rw [hρ s (lt_of_le_of_lt hr hs), zero_mul])
  have hinner : ∫ s in Ioi (0 : ℝ), ρ s * s ^ 2 = ∫ s in (0 : ℝ)..r, ρ s * s ^ 2 :=
    tail_integral (fun s hs => by rw [hρ s (lt_of_le_of_lt hr hs), zero_mul]) 0
  unfold potential totalCharge
  rw [houter, hinner]
  field_simp
  ring
```

`houter` removes the outer term. `hinner` applies the tail lemma with cutoff $r$ instead of $a$, which identifies the total charge with the charge inside $r$. Continuity is not assumed. If $\rho s^2$ is not integrable up to $r$, Lean sets both integrals to zero, and the equation then has no physical content.

```lean
/-- In the cavity of a charged shell between radii `b` and `a` the potential has the same
value `4π ∫ ρ s ds` at every radius. -/
theorem cavity_potential {ρ : ℝ → ℝ} {a b r : ℝ} (hc : Continuous ρ) (hab : b < a)
    (hρ : ∀ s, s ∉ Icc b a → ρ s = 0) (hr : 0 < r) (hrb : r ≤ b) :
    potential ρ r = 4 * Real.pi * ∫ s in b..a, ρ s * s := by
  -- continuity extends the vanishing of the density to the inner surface
  have hzero : ∀ s, s ≤ b → ρ s = 0 := by
    have h : EqOn ρ (fun _ => (0 : ℝ)) (Iio b) :=
      fun s hs => hρ s (fun h' => absurd h'.1 (not_le.mpr hs))
    have h2 := h.closure hc continuous_const
    rw [closure_Iio] at h2
    exact fun s hs => h2 hs
  have hinner : ∫ s in (0 : ℝ)..r, ρ s * s ^ 2 = 0 := by
    rw [intervalIntegral.integral_of_le hr.le]
    exact setIntegral_eq_zero_of_forall_eq_zero
      (fun s hs => by rw [hzero s (hs.2.trans hrb), zero_mul])
  have houter : ∫ s in Ioi r, ρ s * s = ∫ s in b..a, ρ s * s := by
    rw [intervalIntegral.integral_of_le hab.le]
    apply setIntegral_eq_of_subset_of_forall_sdiff_eq_zero measurableSet_Ioi
    · intro s hs
      exact lt_of_le_of_lt hrb hs.1
    · intro s hs
      have hs0 : ρ s = 0 := by
        rcases le_or_gt s b with h | h
        · exact hzero s h
        · exact hρ s (fun h' => hs.2 ⟨h, h'.2⟩)
      rw [hs0, zero_mul]
  unfold potential
  rw [hinner, houter, mul_zero, zero_add]
```

Two functions that agree on a set, and are continuous, agree on its closure. Applied to $\rho$ and zero on $(-\infty,b)$, this gives `hzero`, the vanishing of $\rho$ up to and including $b$. Continuity serves convenience here: a single value at $b$ would not change the integrals.

## Gauss's law and the Poisson equation

```lean
/-- Gauss's law: the slope of the potential at radius `r` is minus the enclosed charge
divided by `r²`. -/
theorem gauss_law {ρ : ℝ → ℝ} {a r : ℝ} (hc : Continuous ρ)
    (hρ : ∀ s, a < s → ρ s = 0) (hr : 0 < r) :
    HasDerivAt (potential ρ) (-enclosedCharge ρ r / r ^ 2) r := by
  have hr0 : r ≠ 0 := hr.ne'
  -- write the outer integral with a variable upper limit
  have hV : potential ρ = fun x => 4 * Real.pi / x * (∫ s in (0 : ℝ)..x, ρ s * s ^ 2)
      + 4 * Real.pi * -(∫ s in a..x, ρ s * s) := by
    funext x
    unfold potential
    rw [tail_integral (f := fun s => ρ s * s) (a := a)
      (fun s hs => by simp [hρ s hs]) x, intervalIntegral.integral_symm a x]
  have h1 : HasDerivAt (fun x => ∫ s in (0 : ℝ)..x, ρ s * s ^ 2) (ρ r * r ^ 2) r :=
    ((hc.mul (continuous_id.pow 2)).integral_hasStrictDerivAt 0 r).hasDerivAt
  have h2 : HasDerivAt (fun x => ∫ s in a..x, ρ s * s) (ρ r * r) r :=
    ((hc.mul continuous_id).integral_hasStrictDerivAt a r).hasDerivAt
  have h3 := (hasDerivAt_const r (4 * Real.pi)).fun_div (hasDerivAt_id' r) hr0
  rw [hV]
  refine ((h3.fun_mul h1).fun_add (h2.fun_neg.const_mul (4 * Real.pi))).congr_deriv ?_
  unfold enclosedCharge
  field_simp
  ring
```

This is Gauss's law in its radial form, not for a general surface, and the density is assumed continuous and zero beyond $a$. `hV` rewrites the outer integral with a variable upper limit; because the tail lemma holds for every $x$, the rewriting is valid on both sides of $a$. `h1` and `h2` are the fundamental theorem of calculus, and the final algebra cancels the two terms containing $\rho(r)$.

```lean
/-- The potential satisfies the radial Poisson equation `(r² V')' = -4π ρ r²`. -/
theorem radial_poisson {ρ : ℝ → ℝ} {a r : ℝ} (hc : Continuous ρ)
    (hρ : ∀ s, a < s → ρ s = 0) (hr : 0 < r) :
    HasDerivAt (fun x => x ^ 2 * deriv (potential ρ) x)
      (-(4 * Real.pi * (ρ r * r ^ 2))) r := by
  have h1 : HasDerivAt (fun x => ∫ s in (0 : ℝ)..x, ρ s * s ^ 2) (ρ r * r ^ 2) r :=
    ((hc.mul (continuous_id.pow 2)).integral_hasStrictDerivAt 0 r).hasDerivAt
  have h2 : HasDerivAt (fun x => -enclosedCharge ρ x)
      (-(4 * Real.pi * (ρ r * r ^ 2))) r := (h1.const_mul (4 * Real.pi)).fun_neg
  apply h2.congr_of_eventuallyEq
  filter_upwards [Ioi_mem_nhds hr] with x hx
  have hx0 : x ≠ 0 := (mem_Ioi.mp hx).ne'
  rw [(gauss_law hc hρ hx).deriv]
  field_simp
```

Near any $r>0$ the function $x^2V'(x)$ equals $-q(x)$ by Gauss's law, so the two have the same derivative at $r$. The equation is stated away from the origin. It needs the continuity of $\rho$: at a radius where $\rho$ jumps, $q$ has no derivative.

## The shell and the compensated density

```lean
/-- A continuous charged shell between radii `b` and `a` has the potential `Q/r` outside
and a constant potential in its cavity. -/
theorem shell_potential {ρ : ℝ → ℝ} {a b : ℝ} (hc : Continuous ρ) (hb : 0 < b) (hab : b < a)
    (hρ : ∀ s, s ∉ Icc b a → ρ s = 0) :
    (∀ r, a ≤ r → potential ρ r = totalCharge ρ / r) ∧
    (∀ r, 0 < r → r ≤ b → potential ρ r = 4 * Real.pi * ∫ s in b..a, ρ s * s) :=
  ⟨fun _ hr => exterior_potential (hb.trans hab)
      (fun s hs => hρ s (fun h => absurd h.2 (not_le.mpr hs))) hr,
    fun _ hr hrb => cavity_potential hc hab hρ hr hrb⟩
```

The hypothesis `hρ` says that $\rho$ vanishes outside the closed interval `Icc b a`. The two conclusions are the exterior and cavity results. A uniformly charged shell of finite thickness jumps at its surfaces, so `hc` excludes it, and an infinitely thin shell is not described by a function $\rho(s)$ at all.

```lean
/-- Subtracting a compensation density `g` from `ρ`, both confined to radius `a`, removes the
potential everywhere outside exactly when the two carry the same total charge. -/
theorem compensated_exterior_iff {ρ g : ℝ → ℝ} {a : ℝ} (ha : 0 < a)
    (hρc : Continuous ρ) (hgc : Continuous g)
    (hρ : ∀ s, a < s → ρ s = 0) (hg : ∀ s, a < s → g s = 0) :
    (∀ r, a ≤ r → potential (fun s => ρ s - g s) r = 0) ↔ totalCharge ρ = totalCharge g := by
  have hd : ∀ s, a < s → ρ s - g s = 0 := fun s hs => by rw [hρ s hs, hg s hs, sub_zero]
  have i1 : IntervalIntegrable (fun s => ρ s * s ^ 2) volume 0 a :=
    (hρc.mul (continuous_id.pow 2)).intervalIntegrable 0 a
  have i2 : IntervalIntegrable (fun s => g s * s ^ 2) volume 0 a :=
    (hgc.mul (continuous_id.pow 2)).intervalIntegrable 0 a
  -- the total charge is additive
  have hQ : totalCharge (fun s => ρ s - g s) = totalCharge ρ - totalCharge g := by
    unfold totalCharge
    rw [tail_integral (f := fun s => (ρ s - g s) * s ^ 2) (a := a)
        (fun s hs => by simp [hd s hs]) 0,
      tail_integral (f := fun s => ρ s * s ^ 2) (a := a) (fun s hs => by simp [hρ s hs]) 0,
      tail_integral (f := fun s => g s * s ^ 2) (a := a) (fun s hs => by simp [hg s hs]) 0,
      ← mul_sub, ← intervalIntegral.integral_sub i1 i2]
    simp only [sub_mul]
  constructor
  · intro h
    have h1 := h a le_rfl
    rw [exterior_potential ha hd le_rfl, hQ, div_eq_zero_iff] at h1
    exact sub_eq_zero.mp (h1.resolve_right ha.ne')
  · intro h r hr
    rw [exterior_potential ha hd hr, hQ, h, sub_self, zero_div]

end

end CompensationCharges
```

The densities need not have a cavity. Continuity supplies the integrability `i1` and `i2`, which allows the integral of the difference to be split, and `hQ` records the resulting additivity of charge. The forward direction evaluates the potential at $r=a$; the reverse direction substitutes equal charges into the exterior formula.

```lean
#print axioms CompensationCharges.radial_poisson
-- 'CompensationCharges.radial_poisson' depends on axioms: [propext, Classical.choice, Quot.sound]
#print axioms CompensationCharges.shell_potential
-- 'CompensationCharges.shell_potential' depends on axioms: [propext, Classical.choice, Quot.sound]
#print axioms CompensationCharges.compensated_exterior_iff
-- 'CompensationCharges.compensated_exterior_iff' depends on axioms: [propext, Classical.choice, Quot.sound]
```
